# Ewald formula for the inverse-sixth-power sum over the simple cubic lattice

## The dispersion energy of a crystal

In the simplest model of the dispersion energy of a simple cubic crystal, each pair of atoms at distance \(R\) contributes \(-C_6/R^6\), where \(C_6\) is the pair coefficient. With lattice constant \(d\), the energy per atom is \(-C_6L_6/(2d^6)\), where

\[
L_6=\sum_{n\in\mathbb Z^3,\ n\ne0}\frac1{r_n^6},\qquad r_n=|n|.
\]

Cutting this sum off at radius \(R_c\) (in units of \(d\)) leaves an error of order \(R_c^{-3}\). Ewald's splitting replaces it by terms with Gaussian decay.

## The formula and its Lean reading

For every splitting parameter \(\eta>0\),

\[
\frac{2L_6}{\pi^3}=\frac23\eta^{3/2}-\frac{\eta^3}3+\sum_{n\ne0}\left[\int_\eta^\infty t^2e^{-\pi r_n^2t}dt+\int_{1/\eta}^\infty t^{-5/2}e^{-\pi r_n^2t}dt\right].
\]

This is `ewald_split`, which also states that the series on the right converges. At \(\eta=1\) the integrals merge, which gives `ewald_dispersion_sum`:

\[
\frac{2L_6}{\pi^3}=\frac13+\sum_{n\ne0}\int_1^\infty(t^2+t^{-5/2})e^{-\pi r_n^2t}dt.
\]

`Neighbour` is the type of nonzero integer triples, `radius` is \(r_n\), the distance in units of \(d\), and `Ioi η` is the half-line \(t>\eta\). Lean's `∑'` gives 0 for a divergent series, so `summable_dispersion` is needed to make `L6` the actual lattice sum.

The theorems concern this number only. Using it as an energy assumes identical atoms at rest and an undamped, pairwise additive attraction with no terms beyond \(R^{-6}\).

## Splitting the integral

Fix \(n\ne0\) and put \(a=\pi r_n^2\). Integrating by parts twice gives

\[
\int_\eta^\infty t^2e^{-at}dt=\frac{e^{-a\eta}\left[(a\eta)^2+2a\eta+2\right]}{a^3}.
\]

At \(\eta=0\) this is \(2/a^3=2/(\pi^3r_n^6)\), so \(2L_6/\pi^3\) is the sum of the integrals over \(t>0\). It converges: since \(r_n\ge1\), each factor \(1+n_i^2\) is at most \(2r_n^2\), hence \(r_n^{-6}\le8\prod_i(1+n_i^2)^{-1}\), which is summable.

The part with \(t>\eta\) stays as it is. For \(t\le\eta\), let \(\theta(t)=\sum_{k\in\mathbb Z}e^{-\pi k^2t}\). The Gaussian factorises along the axes, so \(\sum_{n\ne0}e^{-\pi r_n^2t}=\theta(t)^3-1\). With \(\theta(t)=t^{-1/2}\theta(1/t)\),

\[
t^2[\theta(t)^3-1]=\sqrt t\,[\theta(1/t)^3-1]+\sqrt t-t^2.
\]

Integrating \(\sqrt t-t^2\) over \((0,\eta]\) gives \(\frac23\eta^{3/2}-\frac13\eta^3\). In the other term, \(t=1/s\) yields

\[
\int_0^\eta\sqrt t\,e^{-a/t}dt=\int_{1/\eta}^\infty s^{-5/2}e^{-as}ds.
\]

To exchange sum and integral, consider the difference \(t^2e^{-at}-\sqrt t\,e^{-a/t}\) on \((0,\eta]\). The first term integrates to at most \(2/a^3\), and the second to at most \(6\eta^{9/2}/a^3\), because \(e^{-a/t}\le6t^3/a^3\). The integral of the absolute difference is therefore at most \((2+6\eta^{9/2})/a^3\), which is summable over \(n\).

## The sum in a calculation

One chooses \(\eta\), adds both kinds of term shell by shell, includes the two constants and multiplies by \(\pi^3/2\). With \(x=\pi\eta r_n^2\), the real-space contribution to \(L_6\) is

\[
\frac{e^{-x}(1+x+x^2/2)}{r_n^6}.
\]

The usual Ewald parameter \(\beta\), defined by \(x=\beta^2R^2\) with \(R=r_nd\), satisfies \(\beta^2=\pi\eta/d^2\). In the second integral \(n\) labels the reciprocal vector \(2\pi n/d\). Its value at \(n=0\) is the constant \(\frac23\eta^{3/2}\), the zero-wavevector term. The constant \(-\frac13\eta^3\) removes the interaction of the atom with itself, which the full reciprocal sum contains. A larger \(\eta\) moves work from real to reciprocal space.

## The complete Lean file

```lean
import Mathlib

open MeasureTheory Set Filter
open scoped Real Topology

namespace EwaldDispersion

noncomputable section

/-- The neighbours of the origin in the simple cubic lattice: all nonzero integer triples. -/
abbrev Neighbour := {n : ℤ × ℤ × ℤ // n ≠ 0}

/-- The Euclidean distance of a lattice site from the origin. -/
def radius (n : ℤ × ℤ × ℤ) : ℝ := √((n.1 : ℝ) ^ 2 + (n.2.1 : ℝ) ^ 2 + (n.2.2 : ℝ) ^ 2)

/-- The cubic dispersion sum: the inverse sixth powers of the distances to all neighbours. -/
def L6 : ℝ := ∑' n : Neighbour, 1 / radius n.1 ^ 6

/-- Every neighbour is at least one lattice constant away. -/
theorem one_le_radius_sq (n : Neighbour) : 1 ≤ radius n.1 ^ 2 := by
  obtain ⟨⟨a, b, c⟩, hn⟩ := n
  have h2 : radius (a, b, c) ^ 2 = (a : ℝ) ^ 2 + (b : ℝ) ^ 2 + (c : ℝ) ^ 2 :=
    Real.sq_sqrt (by positivity)
  have h : 1 ≤ a ^ 2 + b ^ 2 + c ^ 2 := by
    by_contra h
    have h' : a ^ 2 + b ^ 2 + c ^ 2 ≤ 0 := by linarith [not_le.1 h]
    have ha : a ^ 2 = 0 := by linarith [sq_nonneg a, sq_nonneg b, sq_nonneg c]
    have hb : b ^ 2 = 0 := by linarith [sq_nonneg a, sq_nonneg b, sq_nonneg c]
    have hc : c ^ 2 = 0 := by linarith [sq_nonneg a, sq_nonneg b, sq_nonneg c]
    exact hn (by rw [pow_eq_zero_iff two_ne_zero] at ha hb hc; rw [ha, hb, hc]; rfl)
  show 1 ≤ radius (a, b, c) ^ 2
  rw [h2]
  exact_mod_cast h

/-- The Lorentzian weights `1 / (1 + k²)` on a chain of integers have a finite sum. -/
theorem summable_lorentzian : Summable fun k : ℤ => 1 / (1 + (k : ℝ) ^ 2) := by
  have h := (Real.summable_one_div_int_pow (p := 2)).2 one_lt_two
  have h0 := (hasSum_ite_eq (0 : ℤ) (1 : ℝ)).summable
  refine Summable.of_nonneg_of_le (fun k => by positivity) (fun k => ?_) (h.add h0)
  by_cases hk : k = 0
  · simp [hk]
  · have hk' : (k : ℝ) ≠ 0 := Int.cast_ne_zero.2 hk
    have : (0 : ℝ) < (k : ℝ) ^ 2 := by positivity
    simp only [hk, if_false, add_zero]
    exact one_div_le_one_div_of_le this (by linarith)

/-- The cubic dispersion sum converges. -/
theorem summable_dispersion : Summable fun n : Neighbour => 1 / radius n.1 ^ 6 := by
  have S := summable_lorentzian
  have h0 : 0 ≤ fun k : ℤ => 1 / (1 + (k : ℝ) ^ 2) := fun k => by positivity
  have hp := S.mul_of_nonneg (S.mul_of_nonneg S h0 h0) h0 (fun x => mul_nonneg (h0 _) (h0 _))
  refine Summable.of_nonneg_of_le (fun n => by positivity) (fun n => ?_)
    ((hp.comp_injective Subtype.val_injective).mul_left 8)
  have h1 := one_le_radius_sq n
  obtain ⟨⟨a, b, c⟩, hn⟩ := n
  have h2 : radius (a, b, c) ^ 2 = (a : ℝ) ^ 2 + (b : ℝ) ^ 2 + (c : ℝ) ^ 2 :=
    Real.sq_sqrt (by positivity)
  change 1 ≤ radius (a, b, c) ^ 2 at h1
  show 1 / radius (a, b, c) ^ 6 ≤
    8 * (1 / (1 + (a : ℝ) ^ 2) * (1 / (1 + (b : ℝ) ^ 2) * (1 / (1 + (c : ℝ) ^ 2))))
  have e : radius (a, b, c) ^ 6 = (radius (a, b, c) ^ 2) ^ 3 := by ring
  rw [e]
  generalize radius (a, b, c) ^ 2 = s at h1 h2
  have hs : 0 < s := by linarith
  -- each factor `1 + a²` is at most twice the squared distance
  have key : (1 + (a : ℝ) ^ 2) * ((1 + (b : ℝ) ^ 2) * (1 + (c : ℝ) ^ 2))
      ≤ (2 * s) * ((2 * s) * (2 * s)) := by
    have ha := sq_nonneg (a : ℝ)
    have hb := sq_nonneg (b : ℝ)
    have hc := sq_nonneg (c : ℝ)
    exact mul_le_mul (by linarith) (mul_le_mul (by linarith) (by linarith) (by positivity)
      (by positivity)) (by positivity) (by positivity)
  have e2 : 8 * (1 / (1 + (a : ℝ) ^ 2) * (1 / (1 + (b : ℝ) ^ 2) * (1 / (1 + (c : ℝ) ^ 2))))
      = 8 / ((1 + (a : ℝ) ^ 2) * ((1 + (b : ℝ) ^ 2) * (1 + (c : ℝ) ^ 2))) := by
    field_simp
  rw [e2, div_le_div_iff₀ (by positivity) (by positivity)]
  linarith

/-- For `a > 0` and every real `η`, the real-space Ewald integral over `t > η` converges and equals
`exp (-(a η))` times a quadratic polynomial in `a η`, divided by `a³`. -/
theorem real_space_integral {a : ℝ} (ha : 0 < a) (η : ℝ) :
    IntegrableOn (fun t => t ^ 2 * Real.exp (-(a * t))) (Ioi η) ∧
    ∫ t in Ioi η, t ^ 2 * Real.exp (-(a * t)) =
      Real.exp (-(a * η)) * ((a * η) ^ 2 + 2 * (a * η) + 2) / a ^ 3 := by
  have hd : ∀ t ∈ Ici η, HasDerivAt
      (fun t => -(Real.exp (-(a * t)) * ((a * t) ^ 2 + 2 * (a * t) + 2) / a ^ 3))
      (t ^ 2 * Real.exp (-(a * t))) t := fun t _ => by
    have h1 : HasDerivAt (fun t => a * t) a t := by simpa using (hasDerivAt_id t).const_mul a
    refine ((h1.fun_neg.exp.fun_mul (((h1.fun_pow 2).fun_add
      (h1.const_mul 2)).add_const 2)).div_const (a ^ 3)).fun_neg.congr_deriv ?_
    field_simp
    ring
  have hl : Tendsto (fun t => -(Real.exp (-(a * t)) * ((a * t) ^ 2 + 2 * (a * t) + 2) / a ^ 3))
      atTop (𝓝 0) := by
    have h := fun k => (Real.tendsto_pow_mul_exp_neg_atTop_nhds_zero k).comp
      (tendsto_id.const_mul_atTop ha)
    have h3 := ((((h 2).add ((h 1).const_mul 2)).add ((h 0).const_mul 2)).div_const (a ^ 3)).neg
    simp only [mul_zero, add_zero, zero_div, neg_zero] at h3
    refine h3.congr fun t => ?_
    simp only [Function.comp_apply, id_eq]
    ring
  have hp : ∀ t ∈ Ioi η, 0 ≤ t ^ 2 * Real.exp (-(a * t)) := fun t _ => by positivity
  refine ⟨integrableOn_Ioi_deriv_of_nonneg' hd hp hl, ?_⟩
  rw [integral_Ioi_of_hasDerivAt_of_nonneg' hd hp hl]
  ring

/-- Inverting the integration variable maps the reciprocal-space Ewald integral over
`t > 1/η` to an integral over `0 < t ≤ η`, for `η > 0`. -/
theorem reciprocal_integral (a : ℝ) {η : ℝ} (hη : 0 < η) :
    ∫ s in Ioi η⁻¹, s ^ (-5 / 2 : ℝ) * Real.exp (-(a * s)) =
      ∫ t in Ioc 0 η, √t * Real.exp (-(a / t)) := by
  have himg : (fun s : ℝ => s⁻¹) '' Ioi η⁻¹ = Ioo 0 η := by
    ext x
    constructor
    · rintro ⟨s, hs, rfl⟩
      have hs0 : 0 < s := (inv_pos.2 hη).trans hs
      exact ⟨inv_pos.2 hs0, (inv_lt_comm₀ hs0 hη).2 hs⟩
    · rintro ⟨h0, h1⟩
      exact ⟨x⁻¹, (inv_lt_inv₀ hη h0).2 h1, inv_inv x⟩
  rw [integral_Ioc_eq_integral_Ioo, ← himg,
    integral_image_eq_integral_abs_deriv_smul (f' := fun s => -(s ^ 2)⁻¹) measurableSet_Ioi
      (fun s hs => (hasDerivAt_inv ((inv_pos.2 hη).trans hs).ne').hasDerivWithinAt)
      inv_injective.injOn]
  refine setIntegral_congr_fun measurableSet_Ioi fun s hs => ?_
  have hs0 : 0 < s := (inv_pos.2 hη).trans hs
  have e : s ^ (-5 / 2 : ℝ) = (s ^ 2)⁻¹ * √(s⁻¹) := by
    rw [Real.sqrt_eq_rpow, Real.inv_rpow hs0.le, ← Real.rpow_neg hs0.le,
      ← Real.rpow_natCast s 2, ← Real.rpow_neg hs0.le, ← Real.rpow_add hs0]
    norm_num
  simp only [smul_eq_mul, abs_neg, abs_of_pos (inv_pos.2 (pow_pos hs0 2)), div_inv_eq_mul, e]
  ring

/-- For `a, η > 0` the inverted reciprocal-space integral converges and falls off
at least as fast as `1 / a³`. -/
theorem reciprocal_bound {a η : ℝ} (ha : 0 < a) (hη : 0 < η) :
    IntegrableOn (fun t => √t * Real.exp (-(a / t))) (Ioc 0 η) ∧
    ∫ t in Ioc 0 η, √t * Real.exp (-(a / t)) ≤ η * (√η * (6 * η ^ 3 / a ^ 3)) := by
  have hb : ∀ t ∈ Ioc 0 η, √t * Real.exp (-(a / t)) ≤ √η * (6 * η ^ 3 / a ^ 3) := by
    rintro t ⟨h0, h1⟩
    have h : (a / t) ^ 3 / 6 ≤ Real.exp (a / t) := by
      simpa [Nat.factorial] using Real.pow_div_factorial_le_exp (a / t) (by positivity) 3
    have h2 : Real.exp (-(a / t)) ≤ 6 * η ^ 3 / a ^ 3 := calc
      Real.exp (-(a / t)) = (Real.exp (a / t))⁻¹ := Real.exp_neg _
      _ ≤ ((a / t) ^ 3 / 6)⁻¹ := inv_anti₀ (by positivity) h
      _ = 6 * t ^ 3 / a ^ 3 := by field_simp
      _ ≤ 6 * η ^ 3 / a ^ 3 := by gcongr
    exact mul_le_mul (Real.sqrt_le_sqrt h1) h2 (Real.exp_pos _).le (Real.sqrt_nonneg _)
  have hc : IntegrableOn (fun _ : ℝ => √η * (6 * η ^ 3 / a ^ 3)) (Ioc 0 η) :=
    continuous_const.integrableOn_Ioc
  have hi : IntegrableOn (fun t => √t * Real.exp (-(a / t))) (Ioc 0 η) :=
    Integrable.mono' hc (Measurable.aestronglyMeasurable (by fun_prop))
      ((ae_restrict_iff' measurableSet_Ioc).2 (.of_forall fun t ht => by
        rw [Real.norm_of_nonneg (by positivity)]; exact hb t ht))
  refine ⟨hi, (setIntegral_mono_on hi hc measurableSet_Ioc hb).trans_eq ?_⟩
  rw [setIntegral_const, Real.volume_real_Ioc_of_le hη.le, sub_zero, smul_eq_mul]

/-- For `t > 0` the Gaussian sum over all neighbours is the cube of the sum over a chain,
less the term of the origin. -/
theorem hasSum_gaussian {t : ℝ} (ht : 0 < t) :
    HasSum (fun n : Neighbour => Real.exp (-(π * radius n.1 ^ 2 * t)))
      ((∑' k : ℤ, Real.exp (-π * t * (k : ℝ) ^ 2)) ^ 3 - 1) := by
  have hs : Summable fun k : ℤ => Real.exp (-π * t * (k : ℝ) ^ 2) := by
    refine Summable.of_nonneg_of_le (fun k => (Real.exp_pos _).le) (fun k => ?_)
      (summable_lorentzian.mul_left (1 + 1 / (π * t)))
    have hc : 0 < π * t := by positivity
    have e : (1 + 1 / (π * t)) * (π * t * (k : ℝ) ^ 2 + 1)
        = 1 + (k : ℝ) ^ 2 + (π * t * (k : ℝ) ^ 2 + 1 / (π * t)) := by
      field_simp
      ring
    have h1 := mul_le_mul_of_nonneg_left (Real.add_one_le_exp (π * t * (k : ℝ) ^ 2))
      (by positivity : 0 ≤ 1 + 1 / (π * t))
    have h2 : 0 ≤ π * t * (k : ℝ) ^ 2 + 1 / (π * t) := by positivity
    rw [show -π * t * (k : ℝ) ^ 2 = -(π * t * (k : ℝ) ^ 2) by ring, Real.exp_neg, ← one_div,
      mul_one_div, div_le_div_iff₀ (Real.exp_pos _) (by positivity)]
    linarith
  have h0 : 0 ≤ fun k : ℤ => Real.exp (-π * t * (k : ℝ) ^ 2) := fun k => (Real.exp_pos _).le
  have s2 := hs.mul_of_nonneg hs h0 h0
  have s3 := hs.mul_of_nonneg s2 h0 (fun x => mul_nonneg (h0 _) (h0 _))
  have h := (hs.hasSum.mul (hs.hasSum.mul hs.hasSum s2) s3).sub
    (hasSum_ite_eq (0 : ℤ × ℤ × ℤ) (1 : ℝ))
  -- removing the origin is the same as subtracting one
  have h' : HasSum (indicator {n : ℤ × ℤ × ℤ | n ≠ 0}
      fun n => Real.exp (-(π * radius n ^ 2 * t)))
      ((∑' k : ℤ, Real.exp (-π * t * (k : ℝ) ^ 2)) ^ 3 - 1) := by
    rw [pow_three]
    refine HasSum.congr_fun h fun n => ?_
    by_cases hn : n = 0
    · simp [hn]
    · have h2 : radius n ^ 2 = (n.1 : ℝ) ^ 2 + (n.2.1 : ℝ) ^ 2 + (n.2.2 : ℝ) ^ 2 :=
        Real.sq_sqrt (by positivity)
      rw [indicator_of_mem (show n ∈ {n : ℤ × ℤ × ℤ | n ≠ 0} from hn), h2]
      simp only [hn, if_false, sub_zero, ← Real.exp_add]
      congr 1
      ring
  exact hasSum_subtype_iff_indicator.2 h'

/-- Over `0 < t ≤ η`, with `η > 0`, the real-space and inverted reciprocal-space integrals
differ, after summation over all neighbours, by an elementary function of `η`. -/
theorem hasSum_integral_difference {η : ℝ} (hη : 0 < η) :
    HasSum (fun n : Neighbour => ∫ t in Ioc 0 η,
      (t ^ 2 * Real.exp (-(π * radius n.1 ^ 2 * t)) - √t * Real.exp (-(π * radius n.1 ^ 2 / t))))
      (2 / 3 * η ^ (3 / 2 : ℝ) - η ^ 3 / 3) := by
  have ha : ∀ n : Neighbour, 0 < π * radius n.1 ^ 2 := fun n =>
    mul_pos Real.pi_pos (by linarith [one_le_radius_sq n])
  -- the theta identity along each axis fixes the summed integrand
  have hpt : ∀ t ∈ Ioc 0 η, ∑' n : Neighbour, (t ^ 2 * Real.exp (-(π * radius n.1 ^ 2 * t))
      - √t * Real.exp (-(π * radius n.1 ^ 2 / t))) = √t - t ^ 2 := by
    rintro t ⟨ht, -⟩
    have h := ((hasSum_gaussian ht).mul_left (t ^ 2)).sub
      ((hasSum_gaussian (inv_pos.2 ht)).mul_left √t)
    simp only [← div_eq_mul_inv] at h
    rw [h.tsum_eq, Real.tsum_exp_neg_mul_int_sq ht, ← Real.sqrt_eq_rpow]
    generalize (∑' k : ℤ, Real.exp (-π / t * (k : ℝ) ^ 2)) = T
    have hq : 0 < √t := Real.sqrt_pos.2 ht
    have e : t ^ 2 * (1 / √t * T) ^ 3 = √t * T ^ 3 := by
      have e1 : t ^ 2 = √t ^ 4 := by
        rw [show √t ^ 4 = (√t ^ 2) ^ 2 by ring, Real.sq_sqrt ht.le]
      rw [e1]
      field_simp
    linear_combination e
  have hA := fun n : Neighbour => (real_space_integral (ha n) 0).1.mono_set
    (Ioc_subset_Ioi_self : Ioc 0 η ⊆ Ioi 0)
  have hB := fun n : Neighbour => reciprocal_bound (ha n) hη
  have h := hasSum_integral_of_summable_integral_norm (μ := volume.restrict (Ioc 0 η))
    (fun n : Neighbour => (hA n).sub (hB n).1) (by
      refine Summable.of_nonneg_of_le (fun n => integral_nonneg fun t => norm_nonneg _)
        (fun n => ?_) (summable_dispersion.mul_left ((2 + 6 * η ^ 4 * √η) / π ^ 3))
      have hle := setIntegral_mono_set (real_space_integral (ha n) 0).1
        (.of_forall fun t => by positivity)
        (Ioc_subset_Ioi_self : Ioc 0 η ⊆ Ioi 0).eventuallyLE
      rw [(real_space_integral (ha n) 0).2] at hle
      simp only [mul_zero, neg_zero, Real.exp_zero] at hle
      refine (integral_mono ((hA n).sub (hB n).1).norm ((hA n).add (hB n).1)
        (fun t => ?_)).trans ((integral_add (hA n) (hB n).1).trans_le
          ((add_le_add hle (hB n).2).trans_eq (by ring)))
      refine (norm_sub_le _ _).trans_eq ?_
      rw [Real.norm_of_nonneg (by positivity), Real.norm_of_nonneg (by positivity)]
      rfl)
  have hv : ∫ t in Ioc 0 η, (√t - t ^ 2) = 2 / 3 * η ^ (3 / 2 : ℝ) - η ^ 3 / 3 := by
    rw [← intervalIntegral.integral_of_le hη.le, intervalIntegral.integral_sub
      (Real.continuous_sqrt.intervalIntegrable _ _) ((continuous_pow 2).intervalIntegrable _ _),
      integral_pow]
    simp only [Real.sqrt_eq_rpow]
    rw [integral_rpow (Or.inl (by norm_num)), show (1 / 2 : ℝ) + 1 = 3 / 2 by norm_num,
      Real.zero_rpow (by norm_num)]
    push_cast
    ring
  rw [← hv, ← setIntegral_congr_fun measurableSet_Ioc hpt]
  exact h

/-- Ewald formula with splitting parameter `η > 0`: the lattice series of real-space and
reciprocal-space integrals converges, and with two elementary terms it gives `2 L6 / π³`. -/
theorem ewald_split {η : ℝ} (hη : 0 < η) :
    (Summable fun n : Neighbour => (∫ t in Ioi η, t ^ 2 * Real.exp (-(π * radius n.1 ^ 2 * t))) +
      ∫ t in Ioi η⁻¹, t ^ (-5 / 2 : ℝ) * Real.exp (-(π * radius n.1 ^ 2 * t))) ∧
    2 * L6 / π ^ 3 = 2 / 3 * η ^ (3 / 2 : ℝ) - η ^ 3 / 3 +
      ∑' n : Neighbour, ((∫ t in Ioi η, t ^ 2 * Real.exp (-(π * radius n.1 ^ 2 * t))) +
        ∫ t in Ioi η⁻¹, t ^ (-5 / 2 : ℝ) * Real.exp (-(π * radius n.1 ^ 2 * t))) := by
  have h := (summable_dispersion.hasSum.mul_left (2 / π ^ 3)).sub (hasSum_integral_difference hη)
  have e : ∀ n : Neighbour, 2 / π ^ 3 * (1 / radius n.1 ^ 6) - (∫ t in Ioc 0 η,
      (t ^ 2 * Real.exp (-(π * radius n.1 ^ 2 * t)) - √t * Real.exp (-(π * radius n.1 ^ 2 / t))))
      = (∫ t in Ioi η, t ^ 2 * Real.exp (-(π * radius n.1 ^ 2 * t))) +
        ∫ t in Ioi η⁻¹, t ^ (-5 / 2 : ℝ) * Real.exp (-(π * radius n.1 ^ 2 * t)) := fun n => by
    have ha : 0 < π * radius n.1 ^ 2 := mul_pos Real.pi_pos (by linarith [one_le_radius_sq n])
    have h0 := real_space_integral ha 0
    have hA := h0.1.mono_set (Ioc_subset_Ioi_self : Ioc 0 η ⊆ Ioi 0)
    -- split the integral for the inverse sixth power at `η`
    have hu := setIntegral_union (disjoint_left.2 fun x (hx : x ∈ Ioc 0 η) (hy : x ∈ Ioi η) =>
      not_lt_of_ge hx.2 hy) measurableSet_Ioi hA (real_space_integral ha η).1
    rw [Ioc_union_Ioi_eq_Ioi hη.le, h0.2] at hu
    simp only [mul_zero, neg_zero, Real.exp_zero] at hu
    rw [integral_sub hA (reciprocal_bound ha hη).1, reciprocal_integral _ hη]
    linear_combination hu
  simp only [e] at h
  refine ⟨h.summable, ?_⟩
  rw [h.tsum_eq, L6]
  ring

/-- Ewald formula for the cubic dispersion sum: `2 L6 / π³` is one third plus a sum over all
neighbours of Gaussian-damped integrals over `t > 1`. -/
theorem ewald_dispersion_sum :
    2 * L6 / π ^ 3 = 1 / 3 + ∑' n : Neighbour, ∫ t in Ioi (1 : ℝ),
      (t ^ 2 + t ^ (-5 / 2 : ℝ)) * Real.exp (-(π * radius n.1 ^ 2 * t)) := by
  rw [(ewald_split one_pos).2, inv_one, Real.one_rpow]
  congr 1
  · norm_num
  refine tsum_congr fun n => ?_
  have ha : 0 < π * radius n.1 ^ 2 := mul_pos Real.pi_pos (by linarith [one_le_radius_sq n])
  have hA := (real_space_integral ha 1).1
  have hB : IntegrableOn (fun t : ℝ => t ^ (-5 / 2 : ℝ) * Real.exp (-(π * radius n.1 ^ 2 * t)))
      (Ioi 1) := by
    refine Integrable.mono' hA (Measurable.aestronglyMeasurable (by fun_prop))
      ((ae_restrict_iff' measurableSet_Ioi).2 (.of_forall fun t ht => ?_))
    have h1 : 1 ≤ t := le_of_lt ht
    have h0 : 0 ≤ t := by linarith
    rw [Real.norm_of_nonneg (by positivity)]
    exact mul_le_mul_of_nonneg_right ((Real.rpow_le_one_of_one_le_of_nonpos h1
      (by norm_num)).trans (one_le_pow₀ h1)) (Real.exp_pos _).le
  rw [← integral_add hA hB]
  simp only [add_mul]

end

end EwaldDispersion
```

```lean
#print axioms EwaldDispersion.ewald_dispersion_sum
```

```
'EwaldDispersion.ewald_dispersion_sum' depends on axioms: [propext, Classical.choice, Quot.sound]
```

## From the lemmas to the theorem

`summable_dispersion` carries out the product bound, with `summable_lorentzian` supplying the one-dimensional sums. `real_space_integral` checks the antiderivative and its limit at infinity. `reciprocal_integral` performs the inversion of variable, and `reciprocal_bound` gives the estimate in \(a^{-3}\).

`hasSum_gaussian` multiplies three chain sums and removes the origin. In `hasSum_integral_difference`, Mathlib's `Real.tsum_exp_neg_mul_int_sq` provides the theta identity, and `hasSum_integral_of_summable_integral_norm` exchanges sum and integral.

`ewald_split` subtracts that series from the one for \(2L_6/\pi^3\); `setIntegral_union` splits each integral at \(\eta\) to identify the remaining terms. The final theorem sets \(\eta=1\) and joins the integrals with `integral_add`, after bounding \(t^{-5/2}\) by \(t^2\) for \(t>1\).
